# The sum of the N lowest eigenvalues is concave, nondecreasing and 1-Lipschitz in the level shift of a normalised adsorbate state

An atom sits on a metal surface, and its valence level is moved up or down, for instance by an electric field. The level is hybridised with the many states of the substrate, so many eigenvalues can move with it. How strongly can the total one-electron energy respond, and does the answer grow with the number of electrons?

Take non-interacting electrons of one spin in a finite-dimensional complex state space \(E\), with Hermitian Hamiltonian \(H\) and adsorbate state \(u\). Let \(F(x)\) be the sum of the \(N\) lowest eigenvalues of
\[ H(x)=H+x\,|u\rangle\langle u| ,\qquad x\in\mathbb R . \]
For \(\|u\|=1\), \(F\) is concave and nondecreasing, and \(|F(x)-F(y)|\le|x-y|\) for every \(N\). In a finite tight-binding model with orthonormal orbitals, an error \(\delta\) in the adsorbate level changes the band energy of each spin by at most \(|\delta|\), however many electrons the substrate holds.

Here \(H\), \(u\) and \(N\) stay fixed as \(x\) varies. In a self-consistent calculation the shift also moves charge and so changes \(H\) itself; the step to that setting needs a separate argument.

## The shifted Hamiltonian

A Hermitian matrix is the case where `E` is a Euclidean space.

```lean
import Mathlib

namespace AdsorbateLevelShift

noncomputable section

variable {E : Type*} [NormedAddCommGroup E] [InnerProductSpace ℂ E]
```

The operator \(|u\rangle\langle u|\) sends \(v\) to \(\langle u|v\rangle u\). Lean's `inner ℂ u v` is conjugate-linear in its first argument, as in Dirac notation. Despite its name, `proj u` is a projection only if \(u\) is normalised or zero.

```lean
/-- The operator `|u⟩⟨u|`, which sends `v` to `⟨u, v⟩ u`. -/
def proj (u : E) : E →ₗ[ℂ] E where
  toFun v := inner ℂ u v • u
  map_add' v w := by simp [add_smul]
  map_smul' c v := by simp [mul_smul]
```

Adding \(x\) times this operator gives \(H(x)\).

```lean
/-- The Hamiltonian `H + x |u⟩⟨u|`. If `u` is normalised, its level is shifted by `x`. -/
def shifted (H : E →ₗ[ℂ] E) (u : E) (x : ℝ) : E →ₗ[ℂ] E := H + (x : ℂ) • proj u
```

Hermiticity, called `IsSymmetric` in Lean, survives because \(x\) is real:
\[ \langle H(x)v|w\rangle=\langle Hv|w\rangle+x\langle v|u\rangle\langle u|w\rangle=\langle v|H(x)w\rangle . \]

```lean
/-- A real shift of the adsorbate level keeps a Hermitian Hamiltonian Hermitian. -/
theorem shifted_isSymmetric {H : E →ₗ[ℂ] E} (hH : H.IsSymmetric) (u : E) (x : ℝ) :
    (shifted H u x).IsSymmetric := by
  intro v w
  have h := hH v w
  have hp : ∀ z, proj u z = inner ℂ u z • u := fun _ => rfl
  simp only [shifted, LinearMap.add_apply, LinearMap.smul_apply, hp, inner_add_left,
    inner_add_right, inner_smul_left, inner_smul_right, inner_conj_symm,
    Complex.conj_ofReal, h]
  ring
```

Overlaps will appear in the combination \(\langle v|w\rangle\langle w|v\rangle=|\langle w|v\rangle|^2\).

```lean
private theorem inner_mul_symm (v w : E) :
    inner ℂ v w * inner ℂ w v = ((‖inner ℂ w v‖ ^ 2 : ℝ) : ℂ) := by
  rw [← inner_conj_symm v w, Complex.conj_mul']
  push_cast
  rfl
```

## Levels, fillings and the adsorbate occupation

Let \(T\) be any Hermitian operator on \(E\), and let \(n=\dim E\), written `Module.finrank ℂ E`. Its eigenvalues \(\varepsilon_i\) are listed with multiplicity. The index \(i\) runs over `Fin n`, and the argument uses no particular order of the list.

```lean
variable [FiniteDimensional ℂ E] {H T : E →ₗ[ℂ] E} {N : ℕ}

/-- The eigenvalues of a Hermitian operator, listed with multiplicity. -/
def level (hT : T.IsSymmetric) (i : Fin (Module.finrank ℂ E)) : ℝ := hT.eigenvalues rfl i
```

The matching orthonormal eigenvectors are \(\varphi_i\), so \(T\varphi_i=\varepsilon_i\varphi_i\).

```lean
/-- An orthonormal basis of eigenvectors belonging to the listed eigenvalues. -/
def orbital (hT : T.IsSymmetric) : OrthonormalBasis (Fin (Module.finrank ℂ E)) ℂ E :=
  hT.eigenvectorBasis rfl
```

The sum of the \(N\) lowest eigenvalues is the minimum of \(\sum_{i\in s}\varepsilon_i\) over the sets \(s\) of \(N\) indices. Such sets exist because \(N\le n\).

```lean
/-- The sum of the `N` lowest eigenvalues: the least eigenvalue sum over all choices of
`N` orbitals. -/
def lowestSum (hT : T.IsSymmetric) (hN : N ≤ Module.finrank ℂ E) : ℝ :=
  (Finset.powersetCard N Finset.univ).inf'
    (Finset.powersetCard_nonempty.2 (by simpa using hN)) fun s => ∑ i ∈ s, level hT i
```

A set that attains this minimum is an aufbau filling. With degenerate levels there may be several.

```lean
/-- The set `s` is an aufbau filling: it holds `N` orbitals, and no other `N` orbitals have a
lower eigenvalue sum. -/
def IsAufbau (hT : T.IsSymmetric) (N : ℕ) (s : Finset (Fin (Module.finrank ℂ E))) : Prop :=
  s.card = N ∧ ∀ t : Finset (Fin (Module.finrank ℂ E)), t.card = N →
    ∑ i ∈ s, level hT i ≤ ∑ i ∈ t, level hT i
```

The adsorbate occupation of a filling \(s\) is
\[ q=\sum_{i\in s}|\langle\varphi_i|u\rangle|^2 . \]

```lean
/-- The occupation of `u`: its total weight in the filled orbitals `s`. -/
def occupation (hT : T.IsSymmetric) (u : E) (s : Finset (Fin (Module.finrank ℂ E))) : ℝ :=
  ∑ i ∈ s, ‖inner ℂ (orbital hT i) u‖ ^ 2
```

Applying the minimum to \(T=H(x)\) defines \(F(x)\), called `energy` in Lean.

```lean
/-- The function `F(x)`: the sum of the `N` lowest eigenvalues of `H + x |u⟩⟨u|`. -/
def energy (hH : H.IsSymmetric) (u : E) (hN : N ≤ Module.finrank ℂ E) (x : ℝ) : ℝ :=
  lowestSum (shifted_isSymmetric hH u x) hN
```

There are finitely many sets of \(N\) indices, so one of them has the least sum.

```lean
private theorem exists_aufbau (hT : T.IsSymmetric) (hN : N ≤ Module.finrank ℂ E) :
    ∃ s, IsAufbau hT N s := by
  obtain ⟨s, hs, hmin⟩ := Finset.exists_min_image (Finset.powersetCard N Finset.univ)
    (fun s => ∑ i ∈ s, level hT i) (Finset.powersetCard_nonempty.2 (by simpa using hN))
  exact ⟨s, (Finset.mem_powersetCard.1 hs).2, fun t ht =>
    hmin t (Finset.mem_powersetCard.2 ⟨Finset.subset_univ _, ht⟩)⟩
```

Any aufbau filling therefore gives the sum of the \(N\) lowest eigenvalues. The two inequalities say that the minimum is at most this filling's sum, and that this sum is at most every other.

```lean
private theorem lowestSum_eq (hT : T.IsSymmetric) (hN : N ≤ Module.finrank ℂ E)
    {s : Finset (Fin (Module.finrank ℂ E))} (h : IsAufbau hT N s) :
    lowestSum hT hN = ∑ i ∈ s, level hT i := by
  unfold lowestSum
  apply le_antisymm
  · exact Finset.inf'_le (fun s => ∑ i ∈ s, level hT i)
      (Finset.mem_powersetCard.2 ⟨Finset.subset_univ _, h.1⟩)
  · exact Finset.le_inf' _ _ fun t ht => h.2 t (Finset.mem_powersetCard.1 ht).2
```

## Fractional occupations do not lower the energy

Let \(s\) have the least sum of energies \(e_i\) among sets of its size, and let \(0\le w_i\le1\) with \(\sum_i w_i=|s|\). Replacing a filled \(i\) by an empty \(j\) cannot lower the sum, so \(e_i\le e_j\). Hence some \(\mu\) lies at or above all filled and at or below all empty levels: the highest filled level, or any lower bound of the energies if \(s\) is empty.

Put \(\chi_i=1\) for \(i\in s\) and \(\chi_i=0\) otherwise. In \((w_i-\chi_i)(e_i-\mu)\), both factors are \(\le0\) for filled levels and \(\ge0\) for empty ones. Summing,
\[ 0\le\sum_i(w_i-\chi_i)(e_i-\mu)=\sum_i w_ie_i-\sum_{i\in s}e_i , \]
since the terms in \(\mu\) cancel by particle number. In the code `hex` is the exchange step and `hpos` the nonnegative sum.

```lean
/-- Fractional occupations between 0 and 1 cannot have a lower energy than a set `s` of least
energy among the sets with the same number of particles. -/
theorem fractional_filling {ι : Type*} [Fintype ι] [DecidableEq ι] (e w : ι → ℝ)
    (s : Finset ι) (hs : ∀ t : Finset ι, t.card = s.card → ∑ i ∈ s, e i ≤ ∑ i ∈ t, e i)
    (h0 : ∀ i, 0 ≤ w i) (h1 : ∀ i, w i ≤ 1) (hw : ∑ i, w i = s.card) :
    ∑ i ∈ s, e i ≤ ∑ i, w i * e i := by
  -- exchanging a filled and an empty level cannot lower the energy
  have hex : ∀ i ∈ s, ∀ j, j ∉ s → e i ≤ e j := by
    intro i hi j hj
    have hj' : j ∉ s.erase i := fun h => hj (Finset.mem_of_mem_erase h)
    have h := hs (insert j (s.erase i))
      (by rw [Finset.card_insert_of_notMem hj', Finset.card_erase_add_one hi])
    rw [Finset.sum_insert hj', ← Finset.add_sum_erase s e hi] at h
    linarith
  -- a Fermi level separates filled from empty levels
  obtain ⟨μ, hμ1, hμ2⟩ : ∃ μ, (∀ i ∈ s, e i ≤ μ) ∧ ∀ j, j ∉ s → μ ≤ e j := by
    rcases s.eq_empty_or_nonempty with rfl | hne
    · obtain ⟨m, hm⟩ := (Set.finite_range e).bddBelow
      exact ⟨m, by simp, fun j _ => hm ⟨j, rfl⟩⟩
    · obtain ⟨k, hk, hmax⟩ := s.exists_max_image e hne
      exact ⟨e k, hmax, hex k hk⟩
  have hpos : 0 ≤ ∑ i, (w i - if i ∈ s then 1 else 0) * (e i - μ) := by
    refine Finset.sum_nonneg fun i _ => ?_
    split_ifs with hi
    · nlinarith [mul_nonneg (sub_nonneg.2 (h1 i)) (sub_nonneg.2 (hμ1 i hi))]
    · nlinarith [mul_nonneg (h0 i) (sub_nonneg.2 (hμ2 i hi))]
  have a : ∑ i, (if i ∈ s then (1 : ℝ) else 0) = s.card := by simp
  have b : ∑ i, (if i ∈ s then (1 : ℝ) else 0) * e i = ∑ i ∈ s, e i := by simp [ite_mul]
  simp only [sub_mul, mul_sub, Finset.sum_sub_distrib, ← Finset.sum_mul] at hpos
  rw [a, b, hw] at hpos
  linarith
```

## The variational principle for N electrons

Expanding in the eigenvectors,
\[ \langle v|Tv\rangle=\sum_j\langle v|\varphi_j\rangle\langle\varphi_j|Tv\rangle=\sum_j|\langle\varphi_j|v\rangle|^2\varepsilon_j . \]
Lean takes the real part to obtain a real number; the expectation value is real already.

```lean
/-- The real part of `⟨v, T v⟩`, which is the energy expectation value if `v` is normalised, is the
sum of the eigenvalues weighted by the squared magnitudes of the overlaps of `v` with the orbitals.
-/
theorem expectation (hT : T.IsSymmetric) (v : E) :
    (inner ℂ v (T v)).re = ∑ j, ‖inner ℂ (orbital hT j) v‖ ^ 2 * level hT j := by
  rw [← (orbital hT).sum_inner_mul_inner v (T v), Complex.re_sum]
  refine Finset.sum_congr rfl fun j _ => ?_
  have hj : T (orbital hT j) = ((level hT j : ℝ) : ℂ) • orbital hT j :=
    hT.apply_eigenvectorBasis rfl j
  rw [← hT (orbital hT j) v, hj, inner_smul_left, Complex.conj_ofReal, mul_left_comm,
    inner_mul_symm, ← Complex.ofReal_mul, Complex.ofReal_re, mul_comm]
```

Now choose \(N\) vectors \(b_i\), \(i\in s\), from an orthonormal basis. Exchanging the sums gives
\[ \sum_{i\in s}\langle b_i|Tb_i\rangle=\sum_j w_j\varepsilon_j,\qquad w_j=\sum_{i\in s}|\langle\varphi_j|b_i\rangle|^2 . \]
Here \(0\le w_j\le\|\varphi_j\|^2=1\), which is the Pauli principle, and \(\sum_jw_j=\sum_{i\in s}\|b_i\|^2=N\). The result on fractional occupations, applied to an aufbau filling `t`, bounds the energy from below by the sum of the \(N\) lowest eigenvalues.

```lean
/-- Variational principle for `N` fermions: any `N` vectors of an orthonormal basis have a
total energy no lower than the sum of the `N` lowest eigenvalues. -/
theorem variational (hT : T.IsSymmetric) (hN : N ≤ Module.finrank ℂ E)
    (b : OrthonormalBasis (Fin (Module.finrank ℂ E)) ℂ E)
    (s : Finset (Fin (Module.finrank ℂ E))) (hs : s.card = N) :
    lowestSum hT hN ≤ ∑ i ∈ s, (inner ℂ (b i) (T (b i))).re := by
  obtain ⟨t, ht⟩ := exists_aufbau hT hN
  rw [lowestSum_eq hT hN ht]
  simp_rw [expectation hT]
  rw [Finset.sum_comm]
  simp_rw [← Finset.sum_mul]
  refine fractional_filling _ _ t (fun r hr => ht.2 r (hr.trans ht.1))
    (fun j => Finset.sum_nonneg fun _ _ => sq_nonneg _) (fun j => ?_) ?_
  · -- Pauli principle: no orbital is filled more than once
    calc ∑ i ∈ s, ‖inner ℂ (orbital hT j) (b i)‖ ^ 2
        ≤ ∑ i, ‖inner ℂ (orbital hT j) (b i)‖ ^ 2 :=
          Finset.sum_le_sum_of_subset_of_nonneg (Finset.subset_univ _)
            fun _ _ _ => sq_nonneg _
      _ = ∑ i, ‖inner ℂ (b i) (orbital hT j)‖ ^ 2 :=
          Finset.sum_congr rfl fun i _ => by rw [norm_inner_symm]
      _ = 1 := by
          rw [b.sum_sq_norm_inner_right, (orbital hT).orthonormal.1 j, one_pow]
  · rw [Finset.sum_comm, ht.1, ← hs]
    simp [(orbital hT).sum_sq_norm_inner_right, b.orthonormal.1]
```

## The occupation gives a tangent from above

Let \(\varphi_i\), \(\varepsilon_i\) belong to \(H(x)\), and let \(s\) be an aufbau filling there with occupation \(q\). Use the filled orbitals as trial states for \(H(y)=H(x)+(y-x)|u\rangle\langle u|\):
\[ F(y)\le\sum_{i\in s}\langle\varphi_i|H(y)\varphi_i\rangle=\sum_{i\in s}\varepsilon_i+(y-x)\sum_{i\in s}|\langle\varphi_i|u\rangle|^2=F(x)+(y-x)q . \]
In the code `hi` is the eigenvalue equation and `hy` the splitting of \(H(y)\). No derivative is taken, so level crossings need no special treatment.

```lean
/-- The adsorbate occupation at shift `x` bounds the energy at every other shift `y`:
`F(y) ≤ F(x) + (y - x) q`, for any aufbau filling at `x`. -/
theorem energy_le (hH : H.IsSymmetric) (u : E) (hN : N ≤ Module.finrank ℂ E) {x : ℝ}
    {s : Finset (Fin (Module.finrank ℂ E))}
    (hs : IsAufbau (shifted_isSymmetric hH u x) N s) (y : ℝ) :
    energy hH u hN y ≤
      energy hH u hN x + (y - x) * occupation (shifted_isSymmetric hH u x) u s := by
  have hT := shifted_isSymmetric hH u x
  -- the orbitals at `x` serve as trial states at `y`
  refine (variational (shifted_isSymmetric hH u y) hN (orbital hT) s hs.1).trans_eq ?_
  rw [energy, lowestSum_eq _ hN hs, occupation, Finset.mul_sum, ← Finset.sum_add_distrib]
  refine Finset.sum_congr rfl fun i _ => ?_
  have hi : shifted H u x (orbital hT i) = ((level hT i : ℝ) : ℂ) • orbital hT i :=
    hT.apply_eigenvectorBasis rfl i
  have hy : shifted H u y (orbital hT i) = shifted H u x (orbital hT i)
      + ((y - x : ℝ) : ℂ) • (inner ℂ u (orbital hT i) • u) := by
    change H _ + (y : ℂ) • (inner ℂ u (orbital hT i) • u)
      = H _ + (x : ℂ) • (inner ℂ u (orbital hT i) • u) + _
    push_cast
    module
  have h1 : inner ℂ (orbital hT i) (orbital hT i) = (1 : ℂ) := by
    rw [inner_self_eq_norm_sq_to_K, (orbital hT).orthonormal.1 i]
    simp
  rw [hy, hi, inner_add_right, inner_smul_right, inner_smul_right, inner_smul_right, h1,
    inner_mul_symm, mul_one, ← Complex.ofReal_mul, ← Complex.ofReal_add, Complex.ofReal_re]
```

The occupation is a partial sum of \(\sum_i|\langle\varphi_i|u\rangle|^2=\|u\|^2\), so \(0\le q\le\|u\|^2\).

```lean
/-- The occupation of `u` lies between zero and the squared norm of `u`. -/
theorem occupation_bounds (hT : T.IsSymmetric) (u : E)
    (s : Finset (Fin (Module.finrank ℂ E))) :
    0 ≤ occupation hT u s ∧ occupation hT u s ≤ ‖u‖ ^ 2 := by
  refine ⟨Finset.sum_nonneg fun _ _ => sq_nonneg _, ?_⟩
  rw [← (orbital hT).sum_sq_norm_inner_right u]
  exact Finset.sum_le_sum_of_subset_of_nonneg (Finset.subset_univ _) fun _ _ _ => sq_nonneg _
```

## Concavity, monotonicity and the Lipschitz bound

**Concavity.** Let \(z=ax+by\) with \(a,b\ge0\) and \(a+b=1\), and let \(q\) be an occupation at \(z\). Weighting the bounds for \(F(x)\) and \(F(y)\) by \(a\) and \(b\) gives
\[ aF(x)+bF(y)\le F(z)+(ax+by-z)q=F(z) . \]

**Monotonicity.** If \(x\le y\) and \(q\) is an occupation at \(y\), then \(F(x)\le F(y)+(x-y)q\le F(y)\).

**Lipschitz bound.** With \(q\) taken at \(x\), \(F(y)-F(x)\le(y-x)q\le|y-x|\), because \(0\le q\le1\). Exchanging \(x\) and \(y\) bounds the absolute value.

The theorem states these three properties in this order, for all real shifts. Its hypotheses are that \(H\) is Hermitian (`hH`), \(N\le n\) (`hN`) and \(\|u\|=1\) (`hu`). The last says that \(u\) is a single normalised orbital, which holds at most one electron of the given spin; this sets the constant one.

```lean
/-- For a normalised adsorbate state, the sum of the `N` lowest eigenvalues is a concave and
nondecreasing function of the level shift, with Lipschitz constant one for every `N`. -/
theorem energy_concave_monotone_lipschitz (hH : H.IsSymmetric) {u : E} (hu : ‖u‖ = 1)
    (hN : N ≤ Module.finrank ℂ E) :
    ConcaveOn ℝ Set.univ (energy hH u hN) ∧ Monotone (energy hH u hN) ∧
      ∀ x y, |energy hH u hN x - energy hH u hN y| ≤ |x - y| := by
  refine ⟨⟨convex_univ, fun x _ y _ a b ha hb hab => ?_⟩, fun x y hxy => ?_, ?_⟩
  · -- both end points lie below the tangent line at the intermediate shift
    simp only [smul_eq_mul]
    obtain ⟨z, hz⟩ : ∃ z, z = a * x + b * y := ⟨_, rfl⟩
    rw [← hz]
    obtain ⟨s, hs⟩ := exists_aufbau (shifted_isSymmetric hH u z) hN
    have h1 := mul_le_mul_of_nonneg_left (energy_le hH u hN hs x) ha
    have h2 := mul_le_mul_of_nonneg_left (energy_le hH u hN hs y) hb
    refine (add_le_add h1 h2).trans_eq ?_
    linear_combination (energy hH u hN z
      - z * occupation (shifted_isSymmetric hH u z) u s) * hab
      - occupation (shifted_isSymmetric hH u z) u s * hz
  · obtain ⟨s, hs⟩ := exists_aufbau (shifted_isSymmetric hH u y) hN
    have h := energy_le hH u hN hs x
    have hq := (occupation_bounds (shifted_isSymmetric hH u y) u s).1
    nlinarith [mul_nonneg (sub_nonneg.2 hxy) hq]
  · -- the slope is an occupation, hence at most one
    have key : ∀ x y, energy hH u hN y - energy hH u hN x ≤ |y - x| := by
      intro x y
      obtain ⟨s, hs⟩ := exists_aufbau (shifted_isSymmetric hH u x) hN
      have h := energy_le hH u hN hs y
      obtain ⟨q0, q1⟩ := occupation_bounds (shifted_isSymmetric hH u x) u s
      rw [hu, one_pow] at q1
      have h1 := mul_le_mul_of_nonneg_right (le_abs_self (y - x)) q0
      have h2 := mul_le_mul_of_nonneg_left q1 (abs_nonneg (y - x))
      linarith
    intro x y
    exact abs_sub_le_iff.2 ⟨key y x, by rw [abs_sub_comm]; exact key x y⟩
```

## A higher adsorbate level is never fuller

Let \(x<y\), with occupations \(q_x\) and \(q_y\) of any aufbau fillings at the two shifts. Adding
\[ F(y)\le F(x)+(y-x)q_x,\qquad F(x)\le F(y)+(x-y)q_y \]
gives \(0\le(y-x)(q_x-q_y)\), hence \(q_y\le q_x\). This holds for degenerate levels too, and \(u\) need not be normalised.

```lean
/-- Raising the adsorbate level never increases its occupation, whichever aufbau fillings are
chosen at the two shifts. -/
theorem occupation_antitone (hH : H.IsSymmetric) (u : E) (hN : N ≤ Module.finrank ℂ E)
    {x y : ℝ} (hxy : x < y) {s t : Finset (Fin (Module.finrank ℂ E))}
    (hs : IsAufbau (shifted_isSymmetric hH u x) N s)
    (ht : IsAufbau (shifted_isSymmetric hH u y) N t) :
    occupation (shifted_isSymmetric hH u y) u t ≤
      occupation (shifted_isSymmetric hH u x) u s := by
  have h1 := energy_le hH u hN hs y
  have h2 := energy_le hH u hN ht x
  refine le_of_mul_le_mul_left ?_ (sub_pos.2 hxy)
  linarith
```

## The constant one is attained

If \(N=n\), every orbital is filled and \(q=\|u\|^2=1\) at every shift. The tangent bound becomes \(F(y)\le F(x)+(y-x)\). The same bound with \(x\) and \(y\) exchanged turns it into an equality, so no smaller Lipschitz constant serves for all \(N\).

```lean
/-- With all orbitals filled and a normalised adsorbate state, the energy follows the level
shift with slope exactly one, so the Lipschitz constant one is sharp. -/
theorem energy_full (hH : H.IsSymmetric) {u : E} (hu : ‖u‖ = 1) (x y : ℝ) :
    energy hH u (le_refl (Module.finrank ℂ E)) y =
      energy hH u (le_refl (Module.finrank ℂ E)) x + (y - x) := by
  have key : ∀ x y, energy hH u (le_refl (Module.finrank ℂ E)) y ≤
      energy hH u (le_refl (Module.finrank ℂ E)) x + (y - x) := by
    intro x y
    obtain ⟨s, hs⟩ := exists_aufbau (shifted_isSymmetric hH u x) le_rfl
    have h := energy_le hH u le_rfl hs y
    have hsu : s = Finset.univ := (Finset.card_eq_iff_eq_univ s).1 (by simpa using hs.1)
    rw [hsu, occupation, OrthonormalBasis.sum_sq_norm_inner_right, hu, one_pow, mul_one] at h
    exact h
  linarith [key x y, key y x]

end

end AdsorbateLevelShift
```

```lean
#print axioms AdsorbateLevelShift.energy_concave_monotone_lipschitz
#print axioms AdsorbateLevelShift.occupation_antitone
#print axioms AdsorbateLevelShift.energy_full
```

```
'AdsorbateLevelShift.energy_concave_monotone_lipschitz' depends on axioms: [propext, Classical.choice, Quot.sound]
'AdsorbateLevelShift.occupation_antitone' depends on axioms: [propext, Classical.choice, Quot.sound]
'AdsorbateLevelShift.energy_full' depends on axioms: [propext, Classical.choice, Quot.sound]
```
